# Natoli's constant-$kR$ rule overestimates bond expansion when the scattering phase falls and the total phase rises with wave number

A script that converts the shift of a XANES shape resonance into a bond length by holding $kR$ constant can report twice the true expansion. For an illustration in round numbers, with a bond shorter than real ones, suppose that the scattering phase is $-k$ and that a bond of length 1 bohr has its resonance at wave number $k=2$ in atomic units. When the bond stretches to 3/2 bohr, the resonance at the same total phase moves to $k=1$. The rule then returns 2 bohr, an expansion of 1 instead of 1/2. If the resonance stays at the same total phase, the scattering phase is the same function of $k$ at all bond lengths and the two monotonicity conditions below hold, the error has this sign for every expanded bond, so averaging over many spectra of expanded bonds does not remove it.

## The error is a difference of scattering phases

Let $R$ be the distance from absorber to neighbour, $k$ the photoelectron wave number and $p(k)$ the scattering phase, in which the contributions of absorber and neighbour are added. The total phase of the round trip is

$$\Phi_R(k) = 2kR + p(k).$$

A reference bond $R_1$ has its resonance at $k_1>0$ and a changed bond $R_2$ has its resonance at $k_2>0$. Both belong to the same resonance if $\Phi_{R_1}(k_1)=\Phi_{R_2}(k_2)$. Natoli's rule estimates $R_2$ as $R_1k_1/k_2$, and its error is

$$\frac{R_1k_1}{k_2}-R_2=\frac{p(k_2)-p(k_1)}{2k_2}.$$

If $p$ is strictly decreasing and $\Phi_{R_1}$ strictly increasing on $k>0$, then $R_1<R_2$ implies $k_2<k_1$ and $R_1k_1/k_2>R_2$.

For a differentiable phase, $2R_1+p'(k)$ is the effective path length of a wave packet on the round trip. The first condition says that scattering shortens this path, and the second that the path does not become negative.

## Correcting a bond length read from a peak shift

In a model with one scattering path and one phase function, the identity gives post-processing code a correction to the constant-$kR$ estimate: subtract $(p(k_2)-p(k_1))/(2k_2)$. The phase must be unwrapped first, because a spurious jump of $2\pi$ between the two resonances changes the result by $\pi/k_2$.

If $\Phi_{R_1}$ is strictly increasing and $p$ is known only through a bound on its slope, $p(k)-p(k')\le a(k'-k)$ for $0<k<k'$, an expanded bond is overestimated by at most $\frac a2\left(\frac{k_1}{k_2}-1\right)$. For a linear phase $p(k)=c-ak$ the rule holds exactly once both lengths are reduced by $a/2$:

$$R_2=\frac a2+\left(R_1-\frac a2\right)\frac{k_1}{k_2}.$$

With $a=1$ this returns 3/2 bohr in the opening example.

## From equal total phases to the sign of the error

**Direction of the shift.** Since $R_1<R_2$ and $k_2>0$,

$$\Phi_{R_1}(k_2)=2k_2R_1+p(k_2)<2k_2R_2+p(k_2)=\Phi_{R_2}(k_2)=\Phi_{R_1}(k_1).$$

As $\Phi_{R_1}$ is strictly increasing, $k_2<k_1$.

**Size of the error.** The resonance condition rearranges to $2k_1R_1-2k_2R_2=p(k_2)-p(k_1)$. Division by $2k_2$ gives the identity. The rule is therefore exact if and only if $p(k_1)=p(k_2)$.

**Sign of the error.** From $k_2<k_1$ and the decrease of $p$ we get $p(k_2)>p(k_1)$, so the error is positive.

**Contraction.** If $R_2<R_1$ and $\Phi_{R_2}$ is strictly increasing, exchanging the two bonds in the first step gives $k_1<k_2$. Then $p(k_2)<p(k_1)$, and the estimate is too short. The rule exaggerates the change in both directions.

**Energies.** With $E_i=k_i^2/2$, the result for expansion reads $R_2k_2<R_1k_1$. Both sides are positive, so squaring and halving gives $E_2R_2^2<E_1R_1^2$.

**Slope bound.** Since $k_2<k_1$, the bound on the slope gives $p(k_2)-p(k_1)\le a(k_1-k_2)$. Dividing by $2k_2$ gives the stated limit, which does not require $p$ to decrease.

**Linear phase.** The constant $c$ cancels from the resonance condition, leaving $k_1(2R_1-a)=k_2(2R_2-a)$. Division by $2k_2$ gives the corrected rule, and the steps can be reversed.

## The Lean file `ShapeResonanceBondLength`

```lean
import Mathlib

open Set

namespace ShapeResonanceBondLength

noncomputable section

/-- Total phase `2kR + p(k)` of a photoelectron of wave number `k` that travels to a neighbour
at distance `R` and back, where `p` is the scattering phase. -/
def roundTripPhase (p : ℝ → ℝ) (R k : ℝ) : ℝ := 2 * k * R + p k

/-- Bond length `R₁k₁/k₂` predicted by Natoli's rule `kR = const` from a reference bond `R₁`
with resonance at `k₁` and a new resonance at `k₂ ≠ 0`. -/
def natoliEstimate (R₁ k₁ k₂ : ℝ) : ℝ := R₁ * k₁ / k₂

/-- Kinetic energy `k²/2` of the photoelectron in atomic units. -/
def kineticEnergy (k : ℝ) : ℝ := k ^ 2 / 2

/-- A scattering phase `c - ak` that is linear in the wave number. -/
def linearPhase (c a k : ℝ) : ℝ := c - a * k

variable {p : ℝ → ℝ} {R₁ R₂ k₁ k₂ : ℝ}

/-- If the total phase at the shorter bond length increases with `k > 0`, then lengthening the
bond at fixed total phase moves the resonance to smaller wave number. -/
theorem resonance_shifts_down
    (hinc : StrictMonoOn (roundTripPhase p R₁) (Ioi 0)) (hR : R₁ < R₂)
    (hk₁ : 0 < k₁) (hk₂ : 0 < k₂)
    (hres : roundTripPhase p R₁ k₁ = roundTripPhase p R₂ k₂) : k₂ < k₁ := by
  -- at fixed wave number the longer path has the larger phase
  have hpath : roundTripPhase p R₁ k₂ < roundTripPhase p R₂ k₂ := by
    have := mul_lt_mul_of_pos_left hR hk₂
    simp only [roundTripPhase]
    linarith
  exact (hinc.lt_iff_lt hk₂ hk₁).mp (by rw [hres]; exact hpath)

/-- For two resonances with equal total phase and `k₂ > 0`, the error of the constant-`kR` rule
is the change of the scattering phase divided by `2k₂`. -/
theorem natoli_error (hk₂ : 0 < k₂)
    (hres : roundTripPhase p R₁ k₁ = roundTripPhase p R₂ k₂) :
    natoliEstimate R₁ k₁ k₂ - R₂ = (p k₂ - p k₁) / (2 * k₂) := by
  simp only [roundTripPhase] at hres
  simp only [natoliEstimate]
  have hc : R₁ * k₁ / k₂ * k₂ = R₁ * k₁ := div_mul_cancel₀ _ hk₂.ne'
  rw [eq_div_iff (by positivity)]
  linear_combination 2 * hc + hres

/-- For two resonances with equal total phase and `k₂ > 0`, the constant-`kR` rule is exact if
and only if the scattering phase has the same value at both. -/
theorem natoli_exact_iff (hk₂ : 0 < k₂)
    (hres : roundTripPhase p R₁ k₁ = roundTripPhase p R₂ k₂) :
    natoliEstimate R₁ k₁ k₂ = R₂ ↔ p k₁ = p k₂ := by
  have he := natoli_error hk₂ hres
  constructor
  · intro h
    rw [h, sub_self, eq_div_iff (by positivity)] at he
    linarith
  · intro h
    rw [h, sub_self, zero_div] at he
    linarith

/-- Let the scattering phase decrease and the total phase at bond length `R₁` increase with
`k > 0`. If the bond expands to `R₂ > R₁` at fixed total phase, the resonance moves to smaller
wave number and the constant-`kR` rule predicts a bond longer than `R₂`. -/
theorem natoli_overestimates_expansion
    (hdec : StrictAntiOn p (Ioi 0))
    (hinc : StrictMonoOn (roundTripPhase p R₁) (Ioi 0)) (hR : R₁ < R₂)
    (hk₁ : 0 < k₁) (hk₂ : 0 < k₂)
    (hres : roundTripPhase p R₁ k₁ = roundTripPhase p R₂ k₂) :
    k₂ < k₁ ∧ R₂ < natoliEstimate R₁ k₁ k₂ := by
  have hk := resonance_shifts_down hinc hR hk₁ hk₂ hres
  refine ⟨hk, ?_⟩
  -- the scattering phase is larger at the lower resonance, so the error is positive
  have hp : p k₁ < p k₂ := hdec hk₂ hk₁ hk
  have hpos : 0 < (p k₂ - p k₁) / (2 * k₂) := div_pos (by linarith) (by positivity)
  have he := natoli_error hk₂ hres
  linarith

/-- Let the scattering phase decrease and the total phase at bond length `R₂` increase with
`k > 0`. If the bond contracts to `R₂ < R₁` at fixed total phase, the resonance moves to larger
wave number and the constant-`kR` rule predicts a bond shorter than `R₂`. -/
theorem natoli_overestimates_contraction
    (hdec : StrictAntiOn p (Ioi 0))
    (hinc : StrictMonoOn (roundTripPhase p R₂) (Ioi 0)) (hR : R₂ < R₁)
    (hk₁ : 0 < k₁) (hk₂ : 0 < k₂)
    (hres : roundTripPhase p R₁ k₁ = roundTripPhase p R₂ k₂) :
    k₁ < k₂ ∧ natoliEstimate R₁ k₁ k₂ < R₂ := by
  have hk := resonance_shifts_down hinc hR hk₂ hk₁ hres.symm
  refine ⟨hk, ?_⟩
  have hp : p k₂ < p k₁ := hdec hk₁ hk₂ hk
  have hneg : (p k₂ - p k₁) / (2 * k₂) < 0 :=
    div_neg_of_neg_of_pos (by linarith) (by positivity)
  have he := natoli_error hk₂ hres
  linarith

/-- Let the scattering phase decrease and the total phase at `R₁ > 0` increase with `k > 0`.
If the bond expands at fixed total phase, the product of the kinetic energy at resonance and the
squared bond length decreases. -/
theorem energy_times_sq_length_decreases
    (hdec : StrictAntiOn p (Ioi 0))
    (hinc : StrictMonoOn (roundTripPhase p R₁) (Ioi 0)) (hR₁ : 0 < R₁) (hR : R₁ < R₂)
    (hk₁ : 0 < k₁) (hk₂ : 0 < k₂)
    (hres : roundTripPhase p R₁ k₁ = roundTripPhase p R₂ k₂) :
    kineticEnergy k₂ * R₂ ^ 2 < kineticEnergy k₁ * R₁ ^ 2 := by
  have h := (natoli_overestimates_expansion hdec hinc hR hk₁ hk₂ hres).2
  have hkR : R₂ * k₂ < R₁ * k₁ := (lt_div_iff₀ hk₂).mp h
  have hR₂ : 0 < R₂ := hR₁.trans hR
  have hsq : (R₂ * k₂) ^ 2 < (R₁ * k₁) ^ 2 :=
    pow_lt_pow_left₀ hkR (by positivity) two_ne_zero
  simp only [kineticEnergy]
  nlinarith [hsq]

/-- Let the total phase at `R₁` increase with `k > 0` and let the scattering phase fall at a rate
of at most `a`. For a bond expanded at fixed total phase, the constant-`kR` rule exceeds the
true length by at most `(a/2)(k₁/k₂ - 1)`. -/
theorem natoli_error_le {a : ℝ}
    (hslope : ∀ k k' : ℝ, 0 < k → k < k' → p k - p k' ≤ a * (k' - k))
    (hinc : StrictMonoOn (roundTripPhase p R₁) (Ioi 0)) (hR : R₁ < R₂)
    (hk₁ : 0 < k₁) (hk₂ : 0 < k₂)
    (hres : roundTripPhase p R₁ k₁ = roundTripPhase p R₂ k₂) :
    natoliEstimate R₁ k₁ k₂ - R₂ ≤ a / 2 * (k₁ / k₂ - 1) := by
  have hs := hslope k₂ k₁ hk₂ (resonance_shifts_down hinc hR hk₁ hk₂ hres)
  have hc : k₁ / k₂ * k₂ = k₁ := div_mul_cancel₀ _ hk₂.ne'
  have he : a / 2 * (k₁ / k₂ - 1) * (2 * k₂) = a * (k₁ - k₂) := by
    linear_combination a * hc
  rw [natoli_error hk₂ hres, div_le_iff₀ (by positivity), he]
  exact hs

/-- For a linear scattering phase `c - ak` and `k₂ > 0`, two resonances have equal total phase
if and only if the constant-`kR` rule holds for bond lengths reduced by `a/2`. -/
theorem linear_phase_corrected_rule (c a : ℝ) (hk₂ : 0 < k₂) :
    roundTripPhase (linearPhase c a) R₁ k₁ = roundTripPhase (linearPhase c a) R₂ k₂ ↔
      R₂ - a / 2 = natoliEstimate (R₁ - a / 2) k₁ k₂ := by
  simp only [roundTripPhase, linearPhase, natoliEstimate]
  rw [eq_div_iff hk₂.ne']
  constructor
  · intro h
    linear_combination -h / 2
  · intro h
    linear_combination -2 * h

/-- The scattering phase `-k` decreases, its total phase at bond length `1` increases with
`k > 0`, and the resonances `k = 2` at length `1` and `k = 1` at length `3/2` have equal total
phase. -/
theorem natoli_overestimates_expansion_witness :
    StrictAntiOn (linearPhase 0 1) (Ioi 0) ∧
      StrictMonoOn (roundTripPhase (linearPhase 0 1) 1) (Ioi 0) ∧
      roundTripPhase (linearPhase 0 1) 1 2 = roundTripPhase (linearPhase 0 1) (3 / 2) 1 := by
  refine ⟨?_, ?_, ?_⟩
  · intro x _ y _ hxy
    simp only [linearPhase]
    linarith
  · intro x _ y _ hxy
    simp only [roundTripPhase, linearPhase]
    linarith
  · norm_num [roundTripPhase, linearPhase]

end

end ShapeResonanceBondLength
```

```lean
#print axioms ShapeResonanceBondLength.natoli_overestimates_expansion
-- 'ShapeResonanceBondLength.natoli_overestimates_expansion' depends on axioms: [propext, Classical.choice, Quot.sound]
#print axioms ShapeResonanceBondLength.energy_times_sq_length_decreases
-- 'ShapeResonanceBondLength.energy_times_sq_length_decreases' depends on axioms: [propext, Classical.choice, Quot.sound]
#print axioms ShapeResonanceBondLength.natoli_error_le
-- 'ShapeResonanceBondLength.natoli_error_le' depends on axioms: [propext, Classical.choice, Quot.sound]
#print axioms ShapeResonanceBondLength.linear_phase_corrected_rule
-- 'ShapeResonanceBondLength.linear_phase_corrected_rule' depends on axioms: [propext, Classical.choice, Quot.sound]
```

## What the theorems say about a pair of resonances

`roundTripPhase p R k` is $\Phi_R(k)$, and `natoliEstimate R₁ k₁ k₂` is $R_1k_1/k_2$. The phase `p : ℝ → ℝ` is an arbitrary real function, with no continuity assumed. `StrictAntiOn p (Ioi 0)` says that it strictly decreases on $k>0$, and `StrictMonoOn (roundTripPhase p R₁) (Ioi 0)` that the total phase at fixed $R_1$ strictly increases there. The hypothesis `hres` equates the two total phases as real numbers, not modulo $2\pi$.

Given these hypotheses, `natoli_overestimates_expansion` concludes both `k₂ < k₁` and `R₂ < natoliEstimate R₁ k₁ k₂`. The energy theorem also lists `0 < R₁`, although this already follows from the two monotonicity conditions: $2kR_1=\Phi_{R_1}(k)-p(k)$ must increase with $k$. `kineticEnergy` is in atomic units and is measured from the potential zero that defines $k$, not from the absorption edge.

The proofs follow the derivation closely:

- `resonance_shifts_down` compares the two paths at $k_2$ in `hpath`. It then uses `hinc.lt_iff_lt` to turn an inequality between phases into one between wave numbers.
- `natoli_error` clears the denominator with `eq_div_iff`, and `linear_combination` adds the resonance condition. `natoli_exact_iff` sets this error to zero.
- `natoli_overestimates_expansion` combines the shift with the error identity, with `div_pos` supplying the sign. `natoli_overestimates_contraction` applies the shift lemma to `hres.symm`, with the bonds exchanged.
- `energy_times_sq_length_decreases` multiplies out the estimate with `lt_div_iff₀` and squares it with `pow_lt_pow_left₀`.
- `natoli_error_le` applies the slope bound at $k_2<k_1$ and clears the denominator with `div_le_iff₀`.
- `linear_phase_corrected_rule` proves both directions by `linear_combination`.
- `natoli_overestimates_expansion_witness` verifies the monotonicity conditions and the equal total phases for the opening example.

The increase of the total phase deserves a check in code, because a decreasing $p$ does not ensure it. Take $p(k)=-3k$, $R_1=1$ and $R_2=5/4$, with $k_1=1$ and $k_2=2$. Both total phases equal $-1$ and $p$ is strictly decreasing, but $\Phi_{R_1}(k)=-k$ decreases too. The resonance moves up instead of down, and the rule gives $1/2$, well below the true $5/4$. Without the condition on $\Phi_{R_1}$, both conclusions can thus fail.

The model uses the same $p$ for both bond lengths, which stands for a scattering phase that is transferable between the two geometries. If the potential changes appreciably with the bond, the difference between the two phase functions enters the error as well. Multiple scattering and the choice of potential zero lie outside the model. The theorems also take the two resonances as given: they neither show that a resonance exists at a chosen $R_2$ nor say how accurately a peak position in a spectrum determines $k_2$.
